# For k > 0, the integral of rⁿ exp(ikr) along any ray from the origin at angle 0 < φ < π is n!(i/k)ⁿ⁺¹

Take the function $e^{ikr}$ with $k>0$. Integrated along the real axis from $0$ to $R$, it gives $(e^{ikR}-1)/(ik)$, which moves round a circle forever as $R$ grows. Now integrate along the ray $r=e^{i\varphi}s$ with $0<\varphi<\pi$. The antiderivative $e^{ike^{i\varphi}s}/(ik)$ has modulus $e^{-ks\sin\varphi}/k$, which tends to zero, so only the lower limit contributes:

$$\int_0^\infty e^{ike^{i\varphi}s}\,e^{i\varphi}\,ds=-\frac{1}{ik}=\frac{i}{k}.$$

The angle supplies the decay and then disappears from the value. The same happens with a factor $r^n$ for every natural number $n$.

```lean
import Mathlib

open MeasureTheory Set Filter Topology

namespace RotatedRadialIntegral

noncomputable section
```

## The wave and the ray

Free-free radial matrix elements involve products of two reduced continuum functions ($r$ times the radial wave function), neither of which decays at large $r$. The integrand here is a single model term of such a product, with a natural power of $r$ and no Coulomb phase:

$$f(r)=r^n e^{ikr}.$$

The real number $k$ stands for the net wave number of this term. A product of two real continuum functions also contains the conjugate term with $e^{-ikr}$. For $k>0$ that term grows along the rays with $0<\varphi<\pi$ and decays along those with $-\pi<\varphi<0$, so the two terms have to be rotated in opposite directions. In Lean the radius is a complex number from the start, so the function can be evaluated off the real axis.

```lean
/-- The oscillatory radial function `r ^ n * exp (i k r)` at a complex radius `r`. -/
def radialWave (n : ℕ) (k : ℝ) (r : ℂ) : ℂ :=
  r ^ n * Complex.exp (Complex.I * k * r)
```

Along the ray $dr=e^{i\varphi}\,ds$, so the integrand in the real variable $s$ is $f(e^{i\varphi}s)\,e^{i\varphi}$. The definition accepts any complex function `f`; the theorems concern `radialWave n k`.

```lean
/-- The integrand of `f` along the ray `r = exp (i φ) s`, including the factor
`dr/ds = exp (i φ)`. -/
def rotated (f : ℂ → ℂ) (φ s : ℝ) : ℂ :=
  f (Complex.exp (φ * Complex.I) * s) * Complex.exp (φ * Complex.I)
```

## The Laplace integral with a complex decay constant

Let $a$ be complex with $\operatorname{Re}a>0$. For $s>0$,

$$|s^n e^{-as}|=s^n e^{-(\operatorname{Re}a)s},$$

and the right side is integrable on $(0,\infty)$. Absolute convergence is expressed by `IntegrableOn` on `Ioi 0`, the open half-line. The proof takes the integrability of this real function from Mathlib and uses the function as a bound through `Integrable.mono'`.

```lean
/-- A power times a complex exponential is absolutely integrable on the half-line when the
complex decay constant `a` has positive real part. -/
theorem integrableOn_pow_mul_exp (n : ℕ) {a : ℂ} (ha : 0 < a.re) :
    IntegrableOn (fun s : ℝ => (s : ℂ) ^ n * Complex.exp (-(a * s))) (Ioi 0) := by
  have hn : (-1 : ℝ) < n := by
    have : (0 : ℝ) ≤ n := Nat.cast_nonneg n
    linarith
  have h := integrableOn_rpow_mul_exp_neg_mul_rpow (p := 1) (s := (n : ℝ)) (b := a.re)
    hn (by norm_num) ha
  refine Integrable.mono' h (Continuous.aestronglyMeasurable (by fun_prop)) ?_
  filter_upwards [ae_restrict_mem measurableSet_Ioi] with s hs
  have hs' : 0 < s := hs
  have hr : (-(a * (s : ℂ))).re = -a.re * s := by simp
  have e : ‖(s : ℂ) ^ n * Complex.exp (-(a * s))‖
      = s ^ (n : ℝ) * Real.exp (-a.re * s ^ (1 : ℝ)) := by
    rw [norm_mul, norm_pow, Complex.norm_real, Real.norm_of_nonneg hs'.le, Complex.norm_exp,
      hr, Real.rpow_natCast, Real.rpow_one]
  exact e.le
```

Write $J_n=\int_0^\infty s^n e^{-as}\,ds$. For $n=0$, the antiderivative gives $J_0=1/a$. For the next power, integrate

$$\frac{d}{ds}\left(s^{n+1}e^{-as}\right)=(n+1)s^n e^{-as}-a\,s^{n+1}e^{-as}$$

from $0$ to $\infty$. Both boundary values vanish, so $0=(n+1)J_n-aJ_{n+1}$, and induction gives

$$J_n=\frac{n!}{a^{n+1}}.$$

In the code, `ht` is the vanishing at infinity and `hd` is the derivative. The lemma `integral_Ioi_of_hasDerivAt_of_tendsto'` is the fundamental theorem of calculus on the half-line, and the last `linear_combination` solves the recursion.

```lean
/-- The Laplace integral of `s ^ n` is `n! / a ^ (n + 1)` for a complex decay constant `a`
with positive real part. -/
theorem integral_pow_mul_exp (n : ℕ) {a : ℂ} (ha : 0 < a.re) :
    ∫ s : ℝ in Ioi 0, (s : ℂ) ^ n * Complex.exp (-(a * s))
      = (n.factorial : ℂ) / a ^ (n + 1) := by
  have ha0 : a ≠ 0 := by
    rintro rfl
    simp at ha
  -- the boundary term at infinity vanishes
  have ht : ∀ m : ℕ, Tendsto (fun s : ℝ => (s : ℂ) ^ m * Complex.exp (-(a * s)))
      atTop (𝓝 0) := by
    intro m
    refine squeeze_zero_norm' ?_
      (tendsto_rpow_mul_exp_neg_mul_atTop_nhds_zero (m : ℝ) a.re ha)
    filter_upwards [eventually_ge_atTop (0 : ℝ)] with s hs
    have hr : (-(a * (s : ℂ))).re = -a.re * s := by simp
    exact le_of_eq (by rw [norm_mul, norm_pow, Complex.norm_real, Real.norm_of_nonneg hs,
      Complex.norm_exp, hr, Real.rpow_natCast])
  have he : ∀ z : ℂ, HasDerivAt (fun z : ℂ => Complex.exp (-(a * z)))
      (Complex.exp (-(a * z)) * -(a * 1)) z :=
    fun z => (((hasDerivAt_id' z).const_mul a).fun_neg).cexp
  induction n with
  | zero =>
    have hd : ∀ s : ℝ, HasDerivAt (fun s : ℝ => Complex.exp (-(a * s)))
        (-a * ((s : ℂ) ^ 0 * Complex.exp (-(a * s)))) s :=
      fun s => (he s).comp_ofReal.congr_deriv (by ring)
    have h : ∫ s : ℝ in Ioi 0, -a * ((s : ℂ) ^ 0 * Complex.exp (-(a * s)))
        = 0 - Complex.exp (-(a * ((0 : ℝ) : ℂ))) :=
      integral_Ioi_of_hasDerivAt_of_tendsto' (fun s _ => hd s)
        (Integrable.const_mul (integrableOn_pow_mul_exp 0 ha) _) (by simpa using ht 0)
    have hz : Complex.exp (-(a * ((0 : ℝ) : ℂ))) = 1 := by simp
    rw [integral_const_mul, hz] at h
    rw [eq_div_iff (pow_ne_zero _ ha0), Nat.factorial_zero, Nat.cast_one]
    linear_combination -h
  | succ n ih =>
    have hd : ∀ s : ℝ, HasDerivAt (fun s : ℝ => (s : ℂ) ^ (n + 1) * Complex.exp (-(a * s)))
        (((n : ℂ) + 1) * ((s : ℂ) ^ n * Complex.exp (-(a * s)))
          - a * ((s : ℂ) ^ (n + 1) * Complex.exp (-(a * s)))) s :=
      fun s => ((hasDerivAt_pow (n + 1) (s : ℂ)).fun_mul (he s)).comp_ofReal.congr_deriv
        (by rw [Nat.add_sub_cancel]; push_cast; ring)
    have i1 := Integrable.const_mul (integrableOn_pow_mul_exp n ha) ((n : ℂ) + 1)
    have i2 := Integrable.const_mul (integrableOn_pow_mul_exp (n + 1) ha) a
    have h : ∫ s : ℝ in Ioi 0, (((n : ℂ) + 1) * ((s : ℂ) ^ n * Complex.exp (-(a * s)))
          - a * ((s : ℂ) ^ (n + 1) * Complex.exp (-(a * s))))
        = 0 - ((0 : ℝ) : ℂ) ^ (n + 1) * Complex.exp (-(a * ((0 : ℝ) : ℂ))) :=
      integral_Ioi_of_hasDerivAt_of_tendsto' (fun s _ => hd s) (i1.sub i2) (ht (n + 1))
    have hz : ((0 : ℝ) : ℂ) ^ (n + 1) * Complex.exp (-(a * ((0 : ℝ) : ℂ))) = 0 := by simp
    rw [integral_sub i1 i2, integral_const_mul, integral_const_mul, hz] at h
    rw [eq_div_iff (pow_ne_zero _ ha0)] at ih ⊢
    rw [Nat.factorial_succ, Nat.cast_mul, Nat.cast_add, Nat.cast_one]
    linear_combination (-a ^ (n + 1)) * h + ((n : ℂ) + 1) * ih
```

## Rotation turns oscillation into decay

On the ray, $e^{ikr}=e^{-as}$ with

$$a=-ike^{i\varphi}=k\sin\varphi-ik\cos\varphi .$$

The real part is the decay rate.

```lean
/-- Rotation by `φ` turns the wave number `k` into a complex decay constant with real part
`k sin φ`. -/
theorem decay_re (k φ : ℝ) :
    (-(Complex.I * k * Complex.exp (φ * Complex.I))).re = k * Real.sin φ := by
  simp [Complex.mul_re, Complex.mul_im, Complex.exp_ofReal_mul_I_re,
    Complex.exp_ofReal_mul_I_im]
```

The power $r^n$ contributes $e^{in\varphi}s^n$, and the Jacobian one more phase:

$$f(e^{i\varphi}s)\,e^{i\varphi}=e^{i(n+1)\varphi}\,s^n e^{-as}.$$

```lean
/-- On the rotated ray the integrand is a constant phase times a power and a complex
exponential. -/
theorem rotated_radialWave (n : ℕ) (k φ s : ℝ) :
    rotated (radialWave n k) φ s = Complex.exp (φ * Complex.I) ^ (n + 1) *
      ((s : ℂ) ^ n *
        Complex.exp (-(-(Complex.I * k * Complex.exp (φ * Complex.I)) * s))) := by
  have h : Complex.I * k * (Complex.exp (φ * Complex.I) * s)
      = -(-(Complex.I * k * Complex.exp (φ * Complex.I)) * s) := by ring
  unfold rotated radialWave
  rw [h]
  ring
```

The phase has modulus one, so for $s\ge 0$ the modulus of the integrand is $s^n e^{-ks\sin\varphi}$.

```lean
/-- At distance `s ≥ 0` along the ray the integrand has modulus
`s ^ n * exp (-k s sin φ)`. -/
theorem norm_rotated (n : ℕ) (k φ : ℝ) {s : ℝ} (hs : 0 ≤ s) :
    ‖rotated (radialWave n k) φ s‖ = s ^ n * Real.exp (-(k * Real.sin φ * s)) := by
  rw [rotated_radialWave, norm_mul, norm_pow, Complex.norm_exp_ofReal_mul_I, one_pow, one_mul,
    norm_mul, norm_pow, Complex.norm_real, Real.norm_of_nonneg hs, Complex.norm_exp,
    Complex.neg_re, Complex.re_mul_ofReal, decay_re]
```

## Which angles give absolute convergence

If $\sin\varphi>0$, the Laplace bound applies. If $\sin\varphi\le 0$, then $e^{-ks\sin\varphi}\ge 1$, so the modulus is at least $s^n$, which is not integrable on $(0,\infty)$. For $k>0$ and any real $\varphi$, absolute convergence is therefore equivalent to $\sin\varphi>0$. In particular it fails on the real axis, $\varphi=0$. The two bullets of the proof are these two cases, with the failing one argued by contradiction.

```lean
/-- For `k > 0` the rotated radial integral converges absolutely exactly when
`sin φ > 0`. -/
theorem integrableOn_rotated_iff (n : ℕ) {k : ℝ} (hk : 0 < k) (φ : ℝ) :
    IntegrableOn (rotated (radialWave n k) φ) (Ioi 0) ↔ 0 < Real.sin φ := by
  constructor
  · intro h
    by_contra hφ
    have hφ' : Real.sin φ ≤ 0 := not_lt.mp hφ
    -- without decay the integrand dominates a power, which is not integrable
    apply not_integrableOn_Ioi_rpow (n : ℝ)
    refine Integrable.mono' (Integrable.norm h)
      (by fun_prop : Measurable fun x : ℝ => x ^ (n : ℝ)).aestronglyMeasurable ?_
    filter_upwards [ae_restrict_mem measurableSet_Ioi] with s hs
    have hs' : 0 ≤ s := le_of_lt hs
    rw [norm_rotated n k φ hs', Real.rpow_natCast, Real.norm_of_nonneg (pow_nonneg hs' n)]
    have h0 := mul_nonneg (mul_nonneg hk.le (neg_nonneg.2 hφ')) hs'
    exact le_mul_of_one_le_right (pow_nonneg hs' n) (Real.one_le_exp (by linarith))
  · intro hφ
    rw [funext (rotated_radialWave n k φ)]
    exact Integrable.const_mul
      (integrableOn_pow_mul_exp n (by rw [decay_re]; exact mul_pos hk hφ)) _
```

## The phase cancels

For $0<\varphi<\pi$ the sine is positive, and the Laplace formula gives

$$e^{i(n+1)\varphi}\,\frac{n!}{a^{n+1}}
=n!\left(\frac{e^{i\varphi}}{-ike^{i\varphi}}\right)^{n+1}
=n!\left(\frac{i}{k}\right)^{n+1}.$$

The theorem states convergence and value together. Since `φ` does not occur on the right-hand side, any two admissible angles give the same integral. No contour deformation is used: each ray is computed directly. In the proof, `h` is the cancellation inside the bracket, with `Complex.I_sq` supplying $i^2=-1$.

```lean
/-- For `k > 0` and `0 < φ < π` the rotated radial integral of `r ^ n * exp (i k r)`
converges absolutely and equals `n! (i / k) ^ (n + 1)`. -/
theorem rotated_integral (n : ℕ) {k φ : ℝ} (hk : 0 < k) (h0 : 0 < φ) (hπ : φ < Real.pi) :
    IntegrableOn (rotated (radialWave n k) φ) (Ioi 0) ∧
      ∫ s in Ioi 0, rotated (radialWave n k) φ s
        = (n.factorial : ℂ) * (Complex.I / k) ^ (n + 1) := by
  have hφ := Real.sin_pos_of_pos_of_lt_pi h0 hπ
  refine ⟨(integrableOn_rotated_iff n hk φ).2 hφ, ?_⟩
  have hkc : (k : ℂ) ≠ 0 := Complex.ofReal_ne_zero.2 hk.ne'
  simp only [rotated_radialWave]
  rw [integral_const_mul, integral_pow_mul_exp n (by rw [decay_re]; exact mul_pos hk hφ)]
  -- the phase of the ray cancels
  have h : Complex.I / k = Complex.exp (φ * Complex.I) /
      (-(Complex.I * k * Complex.exp (φ * Complex.I))) := by
    rw [div_eq_div_iff hkc (neg_ne_zero.mpr
      (mul_ne_zero (mul_ne_zero Complex.I_ne_zero hkc) (Complex.exp_ne_zero _)))]
    linear_combination (-(k : ℂ) * Complex.exp (φ * Complex.I)) * Complex.I_sq
  rw [h, div_pow, mul_div_left_comm]
```

For a numerical instance, take $n=1$ and $k=2$. At $\varphi=\pi/2$ the ray is $r=is$, and the integral is

$$\int_0^\infty (is)\,e^{-2s}\,i\,ds=-\int_0^\infty s\,e^{-2s}\,ds=-\frac14 .$$

At $\varphi=\pi/4$ the decay constant is $a=\sqrt2\,(1-i)$, so $a^2=-4i$. The phase is $e^{2i\varphi}=i$, and the result is $i/(-4i)=-1/4$ again. Both agree with $1!\,(i/2)^2$.

## Agreement with damping on the real axis

The integral could also have been modelled as the limit of integrals over $0<s<R$ as $R\to\infty$. For $0<\varphi<\pi$ this would give the same value, but the statement would no longer record absolute convergence. It would not rescue the real axis either, as the circling value for $n=0$ shows.

A convergence factor does give the real axis a value. Multiply the unrotated integrand by $e^{-\varepsilon s}$ with $\varepsilon>0$. This is a Laplace integral with $a=\varepsilon-ik$, so

$$\int_0^\infty s^n e^{iks}e^{-\varepsilon s}\,ds=\frac{n!}{(\varepsilon-ik)^{n+1}}
\;\longrightarrow\;\frac{n!}{(-ik)^{n+1}}=n!\left(\frac{i}{k}\right)^{n+1}
\quad(\varepsilon\to0^+).$$

For this family of integrands, rotation and exponential damping thus assign the same number to the oscillatory integral. The filter `𝓝[>] 0` expresses the approach to zero from above. The proof obtains the limit from continuity of the closed formula at $\varepsilon=0$, where the denominator is nonzero because $k>0$, and then identifies that formula with the damped integral for each positive `ε`.

```lean
/-- For `k > 0`, the integral over `s > 0` of the unrotated integrand damped by `exp (-ε s)` tends
to `n! (i / k) ^ (n + 1)` as `ε` tends to zero from above. -/
theorem damped_integral_tendsto (n : ℕ) {k : ℝ} (hk : 0 < k) :
    Tendsto (fun ε : ℝ => ∫ s : ℝ in Ioi 0, radialWave n k s * Complex.exp (-(ε * s)))
      (𝓝[>] 0) (𝓝 ((n.factorial : ℂ) * (Complex.I / k) ^ (n + 1))) := by
  have hkc : (k : ℂ) ≠ 0 := Complex.ofReal_ne_zero.2 hk.ne'
  have hne : ((0 : ℝ) : ℂ) - Complex.I * k ≠ 0 := by simp [hk.ne']
  have hv : Complex.I / k = 1 / (((0 : ℝ) : ℂ) - Complex.I * k) := by
    rw [div_eq_div_iff hkc hne, Complex.ofReal_zero]
    linear_combination (-(k : ℂ)) * Complex.I_sq
  have hc : ContinuousAt
      (fun ε : ℝ => (n.factorial : ℂ) / ((ε : ℂ) - Complex.I * k) ^ (n + 1)) 0 :=
    ContinuousAt.div continuousAt_const (by fun_prop) (pow_ne_zero _ hne)
  rw [hv, one_div_pow, mul_one_div]
  refine (hc.tendsto.mono_left nhdsWithin_le_nhds).congr' ?_
  -- for positive damping the integral is an ordinary Laplace integral
  filter_upwards [self_mem_nhdsWithin] with ε hε
  rw [← integral_pow_mul_exp n (a := (ε : ℂ) - Complex.I * k) (by simpa using hε)]
  refine setIntegral_congr_fun measurableSet_Ioi (fun s _ => ?_)
  have h : Complex.exp (-(((ε : ℂ) - Complex.I * k) * s))
      = Complex.exp (Complex.I * k * s) * Complex.exp (-(ε * s)) := by
    rw [← Complex.exp_add]
    congr 1
    ring
  simp only [radialWave]
  rw [h]
  ring

end

end RotatedRadialIntegral
```

```lean
#print axioms RotatedRadialIntegral.integral_pow_mul_exp
#print axioms RotatedRadialIntegral.rotated_integral
#print axioms RotatedRadialIntegral.damped_integral_tendsto
```

```
'RotatedRadialIntegral.integral_pow_mul_exp' depends on axioms: [propext, Classical.choice, Quot.sound]
'RotatedRadialIntegral.rotated_integral' depends on axioms: [propext, Classical.choice, Quot.sound]
'RotatedRadialIntegral.damped_integral_tendsto' depends on axioms: [propext, Classical.choice, Quot.sound]
```
